# The product of two vector operators splits uniquely into parts with Casimir eigenvalues 0, 2 and 6

Let $J$, $U$ and $V$ be triples of elements of a complex associative algebra $A$, with Cartesian indices $0,1,2$ and $\hbar=1$. Products need not commute, so their order is kept throughout.

In Lean 4 with Mathlib:

```lean
import Mathlib

namespace TensorOperators

noncomputable section

variable {A : Type*} [Ring A] [Algebra ℂ A]
```

The Levi-Civita symbol $\varepsilon_{ijk}$ is integer-valued, with $\varepsilon_{012}=1$; the Kronecker delta $\delta_{ij}$ is complex-valued.

```lean
/-- The Levi-Civita symbol on three Cartesian indices. -/
def eps (i j k : Fin 3) : ℤ :=
  if j = i + 1 ∧ k = i + 2 then 1 else if j = i + 2 ∧ k = i + 1 then -1 else 0

/-- The Kronecker delta on Cartesian indices. -/
def delta (i j : Fin 3) : ℂ := if i = j then 1 else 0
```

`comm x` is the map $X\mapsto[x,X]$, and `casimir J` is $C(X)=\sum_k[J_k,[J_k,X]]$. A part of rank $r$ has $C$-eigenvalue $r(r+1)$. Here "eigenvalue" means the equation alone, which zero also satisfies.

```lean
/-- The commutator `[x, X] = x X - X x`, as a linear map in `X`. -/
def comm (x : A) : A →ₗ[ℂ] A := LinearMap.mulLeft ℂ x - LinearMap.mulRight ℂ x

/-- The Casimir superoperator `X ↦ ∑ k, [J k, [J k, X]]`. -/
def casimir (J : Fin 3 → A) : A →ₗ[ℂ] A := ∑ k, comm (J k) ∘ₗ comm (J k)
```

A vector operator satisfies $[J_i,V_j]=i\sum_k\varepsilon_{ijk}V_k$. Here and below, $i$ as a factor is the imaginary unit, and $i$ as a subscript is an index.

```lean
/-- `V` is a vector operator of `J`: `[J i, V j] = i ∑ k, ε i j k V k`. -/
def IsVectorOperator (J V : Fin 3 → A) : Prop :=
  ∀ i j, comm (J i) (V j) = ∑ k, (Complex.I * (eps i j k : ℂ)) • V k
```

The scalar product and the symmetric traceless tensor are $U\cdot V=\sum_kU_kV_k$ and
$$Q_{ij}=\tfrac12(U_iV_j+U_jV_i)-\tfrac13\delta_{ij}\,U\cdot V .$$

```lean
/-- The scalar product `U · V` of two triples of operators, in this order. -/
def dot (U V : Fin 3 → A) : A := ∑ k, U k * V k

/-- The symmetric traceless tensor `Q i j = (U i V j + U j V i)/2 - δ i j U·V/3`. -/
def quad (U V : Fin 3 → A) (i j : Fin 3) : A :=
  (1 / 2 : ℂ) • (U i * V j + U j * V i) - (delta i j / 3) • dot U V
```

## Operators in an associative complex algebra

Matrices on a finite-dimensional space form such an algebra, as do linear operators on a common domain that they map into itself. Complex scalars supply $i$ and the fractions. Associativity gives the Leibniz rule
$$[x,yz]=[x,y]z+y[x,z],$$
which can fail for a non-associative product. `comm_mul` proves it by expanding both sides.

```lean
/-- The commutator with a fixed operator obeys the Leibniz rule. -/
theorem comm_mul (x y z : A) : comm x (y * z) = comm x y * z + y * comm x z := by
  change x * (y * z) - y * z * x = (x * y - y * x) * z + y * (x * z - z * x)
  noncomm_ring
```

No commutation relations among the $J_k$ are assumed. Reading $J$ as an angular momentum adds $[J_i,J_j]=i\sum_k\varepsilon_{ijk}J_k$, which the proofs do not need.

## $U$ and $V$ transform as vectors

The hypotheses `hU` and `hV` say that each triple rotates like position or momentum. `vector_components` writes out the nine commutators for later substitution.

```lean
/-- The nine commutators of a vector operator `V` with `J`, written out. -/
theorem vector_components {J V : Fin 3 → A} (hV : IsVectorOperator J V) :
    comm (J 0) (V 0) = 0 ∧ comm (J 0) (V 1) = Complex.I • V 2 ∧
    comm (J 0) (V 2) = (-Complex.I) • V 1 ∧ comm (J 1) (V 0) = (-Complex.I) • V 2 ∧
    comm (J 1) (V 1) = 0 ∧ comm (J 1) (V 2) = Complex.I • V 0 ∧
    comm (J 2) (V 0) = Complex.I • V 1 ∧ comm (J 2) (V 1) = (-Complex.I) • V 0 ∧
    comm (J 2) (V 2) = 0 := by
  refine ⟨?_, ?_, ?_, ?_, ?_, ?_, ?_, ?_, ?_⟩ <;> refine (hV _ _).trans ?_ <;>
    simp [eps]
```

Using the condition twice on one vector gives
$$C(V_j)=-\sum_{k,l,m}\varepsilon_{kjl}\varepsilon_{klm}V_m=2V_j .$$
The proof checks the three values of $j$.

```lean
/-- Each component of a vector operator has Casimir eigenvalue 2. -/
theorem casimir_vector {J V : Fin 3 → A} (hV : IsVectorOperator J V) (j : Fin 3) :
    casimir J (V j) = (2 : ℂ) • V j := by
  obtain ⟨a1, a2, a3, a4, a5, a6, a7, a8, a9⟩ := vector_components hV
  rcases (by decide : ∀ i : Fin 3, i = 0 ∨ i = 1 ∨ i = 2) j with rfl | rfl | rfl <;>
    simp only [casimir, LinearMap.add_apply, LinearMap.comp_apply, Fin.sum_univ_three,
      a1, a2, a3, a4, a5, a6, a7, a8, a9, map_smul, map_zero, smul_smul, neg_mul, mul_neg,
      Complex.I_mul_I, neg_neg] <;> module
```

For a product, two applications of the Leibniz rule give
$$C(U_iV_j)=C(U_i)V_j+2\sum_k[J_k,U_i][J_k,V_j]+U_iC(V_j).$$
Both vector conditions enter the middle sum:
$$-\sum_{k,l,m}\varepsilon_{kil}\varepsilon_{kjm}U_lV_m=U_jV_i-\delta_{ij}\,U\cdot V .$$
Hence
$$C(U_iV_j)=4U_iV_j+2U_jV_i-2\delta_{ij}\,U\cdot V .$$
In the proof, `leib` is the first identity and `cross` the second, checked for all nine index pairs; `module` collects coefficients.

```lean
/-- The Casimir superoperator mixes the product `U i V j` of two vector operators
with `U j V i` and the scalar product. -/
theorem casimir_product {J U V : Fin 3 → A} (hU : IsVectorOperator J U)
    (hV : IsVectorOperator J V) (i j : Fin 3) :
    casimir J (U i * V j) =
      (4 : ℂ) • (U i * V j) + (2 : ℂ) • (U j * V i) - (2 * delta i j) • dot U V := by
  obtain ⟨a1, a2, a3, a4, a5, a6, a7, a8, a9⟩ := vector_components hU
  obtain ⟨b1, b2, b3, b4, b5, b6, b7, b8, b9⟩ := vector_components hV
  have d1 : ∀ i, delta i i = 1 := fun i => if_pos rfl
  have d0 : ∀ i j, i ≠ j → delta i j = 0 := fun i j h => if_neg h
  -- the Leibniz rule applied twice
  have leib : casimir J (U i * V j) = casimir J (U i) * V j
      + (2 : ℂ) • (∑ k, comm (J k) (U i) * comm (J k) (V j)) + U i * casimir J (V j) := by
    simp only [casimir, LinearMap.add_apply, LinearMap.comp_apply,
      Fin.sum_univ_three, comm_mul, map_add, add_mul, mul_add]
    module
  -- the contraction of two Levi-Civita symbols
  have cross : ∑ k, comm (J k) (U i) * comm (J k) (V j)
      = U j * V i - delta i j • dot U V := by
    clear leib
    rcases (by decide : ∀ i : Fin 3, i = 0 ∨ i = 1 ∨ i = 2) i with rfl | rfl | rfl <;>
    rcases (by decide : ∀ i : Fin 3, i = 0 ∨ i = 1 ∨ i = 2) j with rfl | rfl | rfl <;>
      simp only [Fin.sum_univ_three, dot, a1, a2, a3, a4, a5, a6, a7, a8, a9,
        b1, b2, b3, b4, b5, b6, b7, b8, b9, d1, d0 0 1 (by decide), d0 0 2 (by decide),
        d0 1 0 (by decide), d0 1 2 (by decide), d0 2 0 (by decide), d0 2 1 (by decide),
        smul_mul_assoc, mul_smul_comm, zero_mul, mul_zero, smul_smul, neg_mul, mul_neg,
        Complex.I_mul_I, neg_neg] <;> module
  rw [leib, casimir_vector hU, casimir_vector hV, cross, smul_mul_assoc, mul_smul_comm]
  module
```

The scalar product commutes with $J$, because $\varepsilon_{klm}$ is antisymmetric in $l,m$ and the bracket is symmetric:
$$[J_k,U\cdot V]=i\sum_{l,m}\varepsilon_{klm}(U_mV_l+U_lV_m)=0 .$$

```lean
/-- The scalar product of two vector operators commutes with every component of `J`. -/
theorem comm_dot {J U V : Fin 3 → A} (hU : IsVectorOperator J U)
    (hV : IsVectorOperator J V) (k : Fin 3) : comm (J k) (dot U V) = 0 := by
  obtain ⟨a1, a2, a3, a4, a5, a6, a7, a8, a9⟩ := vector_components hU
  obtain ⟨b1, b2, b3, b4, b5, b6, b7, b8, b9⟩ := vector_components hV
  rcases (by decide : ∀ i : Fin 3, i = 0 ∨ i = 1 ∨ i = 2) k with rfl | rfl | rfl <;>
    simp only [dot, Fin.sum_univ_three, map_add, comm_mul, a1, a2, a3, a4, a5, a6, a7, a8, a9,
      b1, b2, b3, b4, b5, b6, b7, b8, b9, smul_mul_assoc, mul_smul_comm, zero_mul,
      mul_zero] <;> module
```

So $C(U\cdot V)=0$. Adding the product formula to its copy with $i,j$ exchanged, and halving, gives
$$C(Q_{ij})=3(U_iV_j+U_jV_i)-2\delta_{ij}\,U\cdot V=6Q_{ij}.$$

```lean
/-- For vector operators `U`, `V` the symmetric traceless tensor has Casimir eigenvalue 6. -/
theorem casimir_quad {J U V : Fin 3 → A} (hU : IsVectorOperator J U)
    (hV : IsVectorOperator J V) (i j : Fin 3) :
    casimir J (quad U V i j) = (6 : ℂ) • quad U V i j := by
  have hd : casimir J (dot U V) = 0 := by
    simp [casimir, comm_dot hU hV]
  have hs : delta j i = delta i j := by simp [delta, eq_comm]
  simp only [quad, map_sub, map_smul, map_add, casimir_product hU hV, hd, hs]
  module
```

Subtracting the two copies cancels the trace terms and leaves $(4-2)(U_iV_j-U_jV_i)$, hence eigenvalue 2.

```lean
/-- For vector operators `U`, `V` the antisymmetric tensor `U i V j - U j V i` has
Casimir eigenvalue 2. -/
theorem casimir_antisymm {J U V : Fin 3 → A} (hU : IsVectorOperator J U)
    (hV : IsVectorOperator J V) (i j : Fin 3) :
    casimir J (U i * V j - U j * V i) = (2 : ℂ) • (U i * V j - U j * V i) := by
  have hs : delta j i = delta i j := by simp [delta, eq_comm]
  simp only [map_sub, casimir_product hU hV, hs]
  module
```

Suppose $V$ is not a vector operator. Take $U=J$, the spin-one matrices $(J_k)_{ab}=-i\varepsilon_{kab}$, and $V=(0,\mathbf 1,0)$, a fixed direction that does not rotate. Then $Q_{01}=J_0/2\neq0$ has eigenvalue 2, not 6. Exchanging the roles of $U$ and $V$ gives the same failure for `hU`.

## Each part has its prescribed eigenvalue

Write $U_iV_j=X_0+X_1+X_2$ and require $C(X_0)=0$, $C(X_1)=2X_1$ and $C(X_2)=6X_2$. These conditions state the ranks of the parts. Without them the sum does not fix the parts: $X_0=U_iV_j$, $X_1=X_2=0$ would also do.

With them, let $D_r$ be the difference between the rank-$r$ parts of two splits. Applying $C$ once and twice to $D_0+D_1+D_2=0$ gives
$$2D_1+6D_2=0,\qquad 4D_1+36D_2=0 .$$
Thus $24D_2=0$, and then $D_1=D_0=0$. The `linear_combination` steps perform this elimination.

```lean
/-- Parts with Casimir eigenvalues 0, 2 and 6 are determined by their sum. -/
theorem parts_unique {J : Fin 3 → A} {X₀ X₁ X₂ Y₀ Y₁ Y₂ : A}
    (hX₀ : casimir J X₀ = 0) (hX₁ : casimir J X₁ = (2 : ℂ) • X₁)
    (hX₂ : casimir J X₂ = (6 : ℂ) • X₂)
    (hY₀ : casimir J Y₀ = 0) (hY₁ : casimir J Y₁ = (2 : ℂ) • Y₁)
    (hY₂ : casimir J Y₂ = (6 : ℂ) • Y₂)
    (h : X₀ + X₁ + X₂ = Y₀ + Y₁ + Y₂) : X₀ = Y₀ ∧ X₁ = Y₁ ∧ X₂ = Y₂ := by
  -- apply the Casimir superoperator once and twice
  have h1 := congrArg (casimir J) h
  simp only [map_add, hX₀, hX₁, hX₂, hY₀, hY₁, hY₂, zero_add] at h1
  have h2 := congrArg (casimir J) h1
  simp only [map_add, map_smul, hX₁, hX₂, hY₁, hY₂] at h2
  have e2 : X₂ = Y₂ := by
    linear_combination (norm := module) (1 / 24 : ℂ) • h2 - (1 / 12 : ℂ) • h1
  have e1 : X₁ = Y₁ := by
    linear_combination (norm := module) (1 / 2 : ℂ) • h1 - (3 : ℂ) • e2
  have e0 : X₀ = Y₀ := by
    linear_combination (norm := module) h - e1 - e2
  exact ⟨e0, e1, e2⟩
```

For fixed $i,j$, `product_split_iff` says that elements $X_0,X_1,X_2$ of $A$ have eigenvalues 0, 2, 6 and sum to $U_iV_j$ if and only if
$$X_0=\tfrac13\delta_{ij}\,U\cdot V,\quad X_1=\tfrac12(U_iV_j-U_jV_i),\quad X_2=Q_{ij}.$$
One direction uses `parts_unique`; the other uses the eigenvalue theorems and the explicit sum.

```lean
/-- The product `U i V j` of two vector operators splits in exactly one way into parts with
Casimir eigenvalues 0, 2 and 6: the trace part, the antisymmetric part and `Q i j`. -/
theorem product_split_iff {J U V : Fin 3 → A} (hU : IsVectorOperator J U)
    (hV : IsVectorOperator J V) (i j : Fin 3) (X₀ X₁ X₂ : A) :
    (casimir J X₀ = 0 ∧ casimir J X₁ = (2 : ℂ) • X₁ ∧ casimir J X₂ = (6 : ℂ) • X₂ ∧
      U i * V j = X₀ + X₁ + X₂) ↔
    (X₀ = (delta i j / 3) • dot U V ∧ X₁ = (1 / 2 : ℂ) • (U i * V j - U j * V i) ∧
      X₂ = quad U V i j) := by
  have c0 : casimir J ((delta i j / 3) • dot U V) = 0 := by
    simp [casimir, comm_dot hU hV]
  have c1 : casimir J ((1 / 2 : ℂ) • (U i * V j - U j * V i))
      = (2 : ℂ) • ((1 / 2 : ℂ) • (U i * V j - U j * V i)) := by
    rw [map_smul, casimir_antisymm hU hV, smul_comm]
  have hsum : U i * V j = (delta i j / 3) • dot U V
      + (1 / 2 : ℂ) • (U i * V j - U j * V i) + quad U V i j := by
    unfold quad
    module
  constructor
  · rintro ⟨h0, h1, h2, h⟩
    exact parts_unique h0 h1 h2 c0 c1 (casimir_quad hU hV i j) (h.symm.trans hsum)
  · rintro ⟨rfl, rfl, rfl⟩
    exact ⟨c0, c1, casimir_quad hU hV i j, hsum⟩
```

With $U=V=\mathbf r$, $Q_{ij}$ is the one-electron traceless quadrupole operator up to normalisation; the theorem identifies its rank through commutators alone, without spherical components or matrix elements.

## Spin-one matrices meet the vector condition

```lean
/-- The Cartesian spin-one matrices, with entries `(J k) a b = -i ε k a b`. -/
def spinOne (k : Fin 3) : Matrix (Fin 3) (Fin 3) ℂ :=
  Matrix.of fun a b => -Complex.I * (eps k a b : ℂ)
```

These matrices form a vector operator of themselves. The proof reduces the commutators to an integer identity, checked for all indices by `decide +kernel`. The rank-2 part is not always zero: the entry of $Q_{01}$ in row 0, column 1 is $-1/2$.

```lean
/-- The spin-one matrices form a vector operator of themselves, and their symmetric
traceless tensor has a non-zero component `Q 0 1`. -/
theorem spinOne_witness :
    IsVectorOperator spinOne spinOne ∧ quad spinOne spinOne 0 1 ≠ 0 := by
  constructor
  · -- the commutation relations reduce to an identity between integers
    have key : ∀ i j a b : Fin 3,
        (eps i a 0 * eps j 0 b + eps i a 1 * eps j 1 b + eps i a 2 * eps j 2 b)
        - (eps j a 0 * eps i 0 b + eps j a 1 * eps i 1 b + eps j a 2 * eps i 2 b)
        = -(eps i j 0 * eps 0 a b + eps i j 1 * eps 1 a b + eps i j 2 * eps 2 a b) := by
      decide +kernel
    intro i j
    change spinOne i * spinOne j - spinOne j * spinOne i = _
    ext a b
    have h := congrArg (Int.cast : ℤ → ℂ) (key i j a b)
    push_cast at h
    simp only [Matrix.sub_apply, Matrix.mul_apply, Fin.sum_univ_three, Matrix.add_apply,
      Matrix.smul_apply, smul_eq_mul, spinOne, Matrix.of_apply]
    linear_combination Complex.I ^ 2 * h
  · intro h
    -- the matrix entry in row 0 and column 1 is non-zero
    have h01 : quad spinOne spinOne 0 1 0 1 = 0 := by rw [h, Matrix.zero_apply]
    have hd : delta 0 1 = 0 := if_neg (by decide)
    have e1 : eps 0 0 0 = 0 := by decide
    have e2 : eps 0 0 1 = 0 := by decide
    have e3 : eps 0 0 2 = 0 := by decide
    have e4 : eps 1 0 0 = 0 := by decide
    have e5 : eps 1 0 1 = 0 := by decide
    have e6 : eps 1 0 2 = -1 := by decide
    have e7 : eps 0 2 1 = -1 := by decide
    simp only [quad, hd, zero_div, zero_smul, sub_zero, Matrix.smul_apply, Matrix.add_apply,
      Matrix.mul_apply, Fin.sum_univ_three, spinOne, Matrix.of_apply, smul_eq_mul,
      e1, e2, e3, e4, e5, e6, e7] at h01
    norm_num at h01

end

end TensorOperators
```

```lean
#print axioms TensorOperators.product_split_iff
```

```
'TensorOperators.product_split_iff' depends on axioms: [propext, Classical.choice, Quot.sound]
```
